# LO phonon modes as eigenvectors of the squared TO frequencies plus a field coupling

Take finitely many zone-centre TO modes of a polar crystal, in the harmonic approximation and with mass-normalised mode coordinates. For long waves along a fixed direction $\hat q$, the macroscopic field turns the diagonal matrix of squared TO frequencies $t_i$ into the LO dynamical matrix $D_{ij} = t_i\delta_{ij} + z_i z_j$. Here the real number $z_i$ is the charge of mode $i$ along $\hat q$, scaled by $1/\sqrt{\varepsilon_0\varepsilon_\infty\Omega}$ (SI units), with $\Omega$ the cell volume and $\varepsilon_\infty$ the electronic relative permittivity along $\hat q$. The declaration `loMode_eigen` states that the $k$-th vector $e_k$ of an orthonormal eigenbasis of $D$ satisfies $\sum_j D_{ij}e_{k,j} = \lambda_k e_{k,i}$ for every $i$, where the eigenvalue $\lambda_k$ is the squared LO frequency. The attempt takes Mathlib's eigenvector equation for a Hermitian matrix, reads off its $i$-th component, and tries to match the result to the goal with `simpa only`.

The first attempt, which Lean rejects:

```lean
import Mathlib

open Matrix

namespace LoModeEigen

noncomputable section

variable {n : Type*} [DecidableEq n]

/-- The LO dynamical matrix in the basis of TO modes: squared TO frequencies `t` on the
diagonal plus the rank-one coupling of the mode charges `z` through the macroscopic field. -/
def loMatrix (t z : n → ℝ) : Matrix n n ℝ := diagonal t + vecMulVec z z

/-- Two different TO modes are coupled by the product of their charges. -/
theorem loMatrix_offdiag (t z : n → ℝ) {i j : n} (h : i ≠ j) :
    loMatrix t z i j = z i * z j := by
  simp [loMatrix, vecMulVec_apply, h]

/-- The LO dynamical matrix is Hermitian. -/
theorem loMatrix_isHermitian (t z : n → ℝ) : (loMatrix t z).IsHermitian := by
  refine Matrix.IsHermitian.ext fun i j => ?_
  by_cases h : i = j
  · subst h
    simp
  · rw [loMatrix_offdiag t z h, loMatrix_offdiag t z (Ne.symm h), star_trivial, mul_comm]

variable [Fintype n]

/-- The squared LO frequencies: the eigenvalues of the LO matrix, with multiplicity. -/
def loFreqSq (t z : n → ℝ) (k : n) : ℝ := (loMatrix_isHermitian t z).eigenvalues k

/-- The component along TO mode `i` of the `k`-th vector in an orthonormal LO eigenbasis. -/
def loMode (t z : n → ℝ) (k i : n) : ℝ :=
  ((loMatrix_isHermitian t z).eigenvectorBasis k).ofLp i

/-- The LO modes satisfy the eigenvalue equation of the LO matrix. -/
theorem loMode_eigen (t z : n → ℝ) (k i : n) :
    ∑ j, loMatrix t z i j * loMode t z k j = loFreqSq t z k * loMode t z k i := by
  have h := congrFun ((loMatrix_isHermitian t z).mulVec_eigenvectorBasis k) i
  simpa only [Matrix.mulVec, dotProduct, Pi.smul_apply, smul_eq_mul] using h

end

end LoModeEigen
```

The compiler's answer:

```
Main.lean:41:2: error: Type mismatch: After simplification, term
  h
 has type
  @Eq ℝ (∑ x, loMatrix t z i x * (⋯.eigenvectorBasis k).ofLp x) (⋯.eigenvalues k * (⋯.eigenvectorBasis k).ofLp i)
but is expected to have type
  @Eq ℝ (∑ j, loMatrix t z i j * loMode t z k j) (loFreqSq t z k * loMode t z k i)
```

The message shows that the simplification did its work: `h` has become the required sum over components. But `h` speaks of `eigenvectorBasis` and `eigenvalues`, while the goal speaks of `loMode` and `loFreqSq`. These are ordinary definitions standing for the same expressions, so the two equations are equal by definition. The simp list does not include these two names, so `simpa only` leaves them folded, and its final comparison does not unfold ordinary definitions either. Hence the type mismatch.

The repair simplifies `h` with the same lemmas, then closes the goal with `exact h`. The check made by `exact` may unfold `loMode` and `loFreqSq`, and it then finds that the two equations agree.

The change, after which it compiles:

```diff
@@ -39,5 +39,6 @@
     ∑ j, loMatrix t z i j * loMode t z k j = loFreqSq t z k * loMode t z k i := by
   have h := congrFun ((loMatrix_isHermitian t z).mulVec_eigenvectorBasis k) i
-  simpa only [Matrix.mulVec, dotProduct, Pi.smul_apply, smul_eq_mul] using h
+  simp only [Matrix.mulVec, dotProduct, Pi.smul_apply, smul_eq_mul] at h
+  exact h
 
 end
```
